# Bounds on the mean excitation energy of a finite absorption spectrum from S(−1), S(0) and S(1)

A wrong mean excitation energy can pass a simple range check. Take two transitions of oscillator strength 1, at energies 1 and 4 in some unit. Their mean excitation energy $I$ is defined by averaging the logarithms of the energies with the strengths as weights, which gives $\log I = (\log 1 + \log 4)/2$ and $I = 2$. If the division by the total strength is forgotten, the result is $I = 4$. That number is the highest energy in the list, so a test that only asks whether $I$ lies between the lowest and highest energies, endpoints included, doesn't expose it.

The quantity matters because $I$ sets the energy scale in the logarithm of Bethe's formula for the stopping of fast charged particles. A sharper check comes from the moments $S(k) = \sum_n f_n w_n^k$, where $f_n$ is the oscillator strength of transition $n$ and $w_n$ its excitation energy (often written $\omega_n$). For finitely many transitions with $f_n \ge 0$, not all zero, and $w_n > 0$,

$$\frac{S(0)}{S(-1)} \;\le\; I \;\le\; \frac{S(1)}{S(0)}.$$

In the example the interval runs from 1.6 to 2.5. It contains the correct value 2 and excludes the wrong value 4.

## The spectrum and its moments

```lean
import Mathlib

open Finset

namespace MeanExcitationEnergy

noncomputable section

variable {ι : Type*} [Fintype ι]
```

The type `ι` is the finite set of labels $n$ of the transitions. A linear-response calculation in a finite basis produces such a list, and the bounds apply to it when its strengths and energies meet the conditions above. A real atom also has a continuum, where the sums become integrals over a strength density; the step from the finite list to that full spectrum is not part of the theorems.

```lean
/-- The moment `S(k) = ∑ f_n w_n ^ k` of an oscillator-strength distribution with strengths `f`
and positive excitation energies `w`, for real order `k`. -/
def moment (f w : ι → ℝ) (k : ℝ) : ℝ := ∑ n, f n * w n ^ k
```

This is $S(k) = \sum_n f_n w_n^k$. The strengths and energies are functions `f w : ι → ℝ`, so `f n` is $f_n$ and `w n` is $w_n$. Energies are plain real numbers, measured in one fixed unit. The order `k` is real, so non-integer moments are included. For $k = 0$ the moment is the total strength $\sum_n f_n$, which is not assumed to equal the number of electrons.

```lean
/-- The mean excitation energy `I`, with `log I = ∑ f_n log w_n / S(0)`, for positive excitation
energies and nonzero total strength `S(0)`. -/
def meanEnergy (f w : ι → ℝ) : ℝ :=
  Real.exp ((∑ n, f n * Real.log (w n)) / moment f w 0)
```

In ordinary notation,

$$I = \exp\!\left(\frac{\sum_n f_n \log w_n}{S(0)}\right).$$

The name `meanEnergy` should not be read as the arithmetic mean energy, which is $S(1)/S(0)$. $I$ is the geometric mean of the energies, weighted by strength.

## Positive moments

```lean
/-- Every moment is positive when the strengths are nonnegative and not all zero and the
excitation energies are positive. -/
theorem moment_pos {f w : ι → ℝ} (hf : ∀ n, 0 ≤ f n) (h0 : ∃ n, f n ≠ 0)
    (hw : ∀ n, 0 < w n) (k : ℝ) : 0 < moment f w k := by
  obtain ⟨m, hm⟩ := h0
  exact Finset.sum_pos'
    (fun n _ => mul_nonneg (hf n) (Real.rpow_pos_of_pos (hw n) k).le)
    ⟨m, Finset.mem_univ m,
      mul_pos (lt_of_le_of_ne (hf m) (Ne.symm hm)) (Real.rpow_pos_of_pos (hw m) k)⟩
```

A Lean theorem lists its hypotheses first, then the claim after a colon, then the proof after `:=`. Three hypotheses appear here and in most of what follows:

- `hf` says that $f_n \ge 0$ for every $n$. This holds for absorption from the ground state; from an excited state, downward transitions have negative strength.
- `h0` says that some $f_n$ is nonzero, so at least one transition is allowed.
- `hw` says that $w_n > 0$, so every final state lies above the initial one.

The claim is $S(k) > 0$ for every real $k$. By hand, every term $f_n w_n^k$ is nonnegative. The transition $m$ supplied by `h0` has $f_m \ge 0$ and $f_m \ne 0$, hence $f_m > 0$, and its term is positive. `Finset.sum_pos'` takes exactly these two facts and returns the positivity of the sum.

## Deviations from log I cancel

```lean
/-- For nonnegative strengths, not all zero, and positive excitation energies, the
strength-weighted deviations of `log w_n` from `log I` sum to zero. -/
theorem sum_log_deviation {f w : ι → ℝ} (hf : ∀ n, 0 ≤ f n) (h0 : ∃ n, f n ≠ 0)
    (hw : ∀ n, 0 < w n) :
    ∑ n, f n * (Real.log (w n) - Real.log (meanEnergy f w)) = 0 := by
  have hS : moment f w 0 ≠ 0 := (moment_pos hf h0 hw 0).ne'
  have hs : moment f w 0 = ∑ n, f n := by simp [moment]
  have h1 : ∑ n, f n * (Real.log (w n) - Real.log (meanEnergy f w))
      = ∑ n, f n * Real.log (w n) - (∑ n, f n) * Real.log (meanEnergy f w) := by
    rw [Finset.sum_mul, ← Finset.sum_sub_distrib]
    exact Finset.sum_congr rfl fun n _ => by ring
  have h2 : moment f w 0 * ((∑ n, f n * Real.log (w n)) / moment f w 0)
      = ∑ n, f n * Real.log (w n) := by field_simp
  rw [h1, ← hs, meanEnergy, Real.log_exp, h2, sub_self]
```

The claim is $\sum_n f_n(\log w_n - \log I) = 0$. Expanding the sum gives

$$\sum_n f_n \log w_n - \Big(\sum_n f_n\Big)\log I
= \sum_n f_n \log w_n - S(0)\,\frac{\sum_n f_n \log w_n}{S(0)} = 0.$$

In the proof, `h1` is the expansion, `hs` identifies $S(0)$ with $\sum_n f_n$, and `h2` cancels $S(0)$, which is nonzero by the previous theorem. The last line puts them together, using $\log(\exp y) = y$ to read off $\log I$.

## An exact expression for the excess

```lean
/-- For nonnegative strengths, not all zero, and positive excitation energies, the excess of
`S(k) / I ^ k` over `S(0)` is the strength-weighted sum of `exp x_n - 1 - x_n`, where
`x_n = k (log w_n - log I)`. -/
theorem moment_excess {f w : ι → ℝ} (hf : ∀ n, 0 ≤ f n) (h0 : ∃ n, f n ≠ 0)
    (hw : ∀ n, 0 < w n) (k : ℝ) :
    moment f w k / meanEnergy f w ^ k - moment f w 0
      = ∑ n, f n * (Real.exp (k * (Real.log (w n) - Real.log (meanEnergy f w))) - 1
          - k * (Real.log (w n) - Real.log (meanEnergy f w))) := by
  have hI : 0 < meanEnergy f w := Real.exp_pos _
  -- the exponential of `k` times the logarithmic deviation is a ratio of powers
  have e : ∀ n, Real.exp (k * (Real.log (w n) - Real.log (meanEnergy f w)))
      = w n ^ k / meanEnergy f w ^ k := by
    intro n
    rw [Real.rpow_def_of_pos (hw n), Real.rpow_def_of_pos hI, ← Real.exp_sub]
    congr 1
    ring
  -- the identity with the linear term still subtracted on both sides
  have h2 : moment f w k / meanEnergy f w ^ k - moment f w 0
      - k * ∑ n, f n * (Real.log (w n) - Real.log (meanEnergy f w))
      = ∑ n, f n * (Real.exp (k * (Real.log (w n) - Real.log (meanEnergy f w))) - 1
          - k * (Real.log (w n) - Real.log (meanEnergy f w))) := by
    unfold moment
    rw [Finset.sum_div, Finset.mul_sum, ← Finset.sum_sub_distrib, ← Finset.sum_sub_distrib]
    refine Finset.sum_congr rfl fun n _ => ?_
    rw [e n, Real.rpow_zero]
    ring
  rw [← h2, sum_log_deviation hf h0 hw, mul_zero, sub_zero]
```

Write $x_n = k(\log w_n - \log I)$. The theorem states the identity

$$\frac{S(k)}{I^k} - S(0) = \sum_n f_n\,\big(e^{x_n} - 1 - x_n\big).$$

To derive it, note first that $e^{x_n} = w_n^k / I^k$; this is the step named `e`. Therefore

$$\frac{S(k)}{I^k} - S(0) = \sum_n f_n\left(\frac{w_n^k}{I^k} - 1\right) = \sum_n f_n\,(e^{x_n} - 1).$$

By the preceding theorem, $\sum_n f_n x_n = k\sum_n f_n(\log w_n - \log I) = 0$, so $x_n$ may be subtracted inside the bracket without changing the sum. Lean does the subtraction first: `h2` is the identity with the linear term still present on both sides, checked term by term, and the final line removes that term on the left because it is zero.

## The inequality for every order

```lean
/-- For nonnegative strengths, not all zero, and positive excitation energies,
`I ^ k ≤ S(k) / S(0)` for every real order `k`. -/
theorem meanEnergy_rpow_le {f w : ι → ℝ} (hf : ∀ n, 0 ≤ f n) (h0 : ∃ n, f n ≠ 0)
    (hw : ∀ n, 0 < w n) (k : ℝ) :
    meanEnergy f w ^ k ≤ moment f w k / moment f w 0 := by
  have hIk : 0 < meanEnergy f w ^ k := Real.rpow_pos_of_pos (Real.exp_pos _) k
  have hgap : 0 ≤ moment f w k / meanEnergy f w ^ k - moment f w 0 := by
    rw [moment_excess hf h0 hw k]
    exact Finset.sum_nonneg fun n _ => mul_nonneg (hf n) (by
      linarith [Real.add_one_le_exp (k * (Real.log (w n) - Real.log (meanEnergy f w)))])
  have h := sub_nonneg.1 hgap
  rw [le_div_iff₀ hIk] at h
  rw [le_div_iff₀ (moment_pos hf h0 hw 0)]
  linarith
```

The claim is $I^k \le S(k)/S(0)$ for every real $k$. The function $e^x - 1 - x$ has derivative $e^x - 1$, which is negative for $x < 0$ and positive for $x > 0$. Its minimum is therefore its value at $x = 0$, which is zero, and $e^x \ge 1 + x$ for all $x$. Every term in the expression for the excess is then nonnegative, so

$$\frac{S(k)}{I^k} \ge S(0).$$

Multiplying by $I^k > 0$ and dividing by $S(0) > 0$ gives the result.

The intermediate statement `hgap` is the nonnegativity of the excess. Mathlib supplies $x + 1 \le e^x$ as `Real.add_one_le_exp`, and `linarith` does the linear rearrangement. The two rewrites with `le_div_iff₀` clear the denominators, each time with a proof that the denominator is positive.

## The two bounds

```lean
/-- For nonnegative strengths, not all zero, and positive excitation energies, the mean
excitation energy satisfies `S(0) / S(-1) ≤ I ≤ S(1) / S(0)`. -/
theorem meanEnergy_bounds {f w : ι → ℝ} (hf : ∀ n, 0 ≤ f n) (h0 : ∃ n, f n ≠ 0)
    (hw : ∀ n, 0 < w n) :
    moment f w 0 / moment f w (-1) ≤ meanEnergy f w ∧
      meanEnergy f w ≤ moment f w 1 / moment f w 0 := by
  have hI : 0 < meanEnergy f w := Real.exp_pos _
  constructor
  · -- order `-1` bounds the inverse of `I` from above
    have h := meanEnergy_rpow_le hf h0 hw (-1)
    rw [Real.rpow_neg_one, le_div_iff₀ (moment_pos hf h0 hw 0)] at h
    rw [div_le_iff₀ (moment_pos hf h0 hw (-1))]
    calc moment f w 0 = meanEnergy f w * ((meanEnergy f w)⁻¹ * moment f w 0) :=
          (mul_inv_cancel_left₀ hI.ne' _).symm
      _ ≤ meanEnergy f w * moment f w (-1) := mul_le_mul_of_nonneg_left h hI.le
  · have h := meanEnergy_rpow_le hf h0 hw 1
    rwa [Real.rpow_one] at h
```

The symbol `∧` means "and", so the theorem contains both bounds. The upper one is the case $k = 1$ of the inequality just proved. For the lower one, $k = -1$ gives

$$\frac{1}{I} \le \frac{S(-1)}{S(0)}.$$

Multiplying by $S(0) > 0$ and by $I > 0$ yields $S(0) \le I\,S(-1)$, and division by $S(-1) > 0$ gives $S(0)/S(-1) \le I$. The `calc` block is the multiplication by $I$, written as a chain of one equality and one inequality.

The three quantities are the harmonic, geometric and arithmetic means of the excitation energies, all with the same weights $f_n/S(0)$. A value of $I$ outside the interval therefore signals an inconsistency between it and the list of strengths and energies. A value inside the interval may still be wrong.

## When equality holds

```lean
/-- For nonnegative strengths, not all zero, positive excitation energies and `k ≠ 0`, equality
`I ^ k = S(k) / S(0)` holds exactly when every transition of nonzero strength has energy `I`. -/
theorem meanEnergy_rpow_eq_iff {f w : ι → ℝ} (hf : ∀ n, 0 ≤ f n) (h0 : ∃ n, f n ≠ 0)
    (hw : ∀ n, 0 < w n) {k : ℝ} (hk : k ≠ 0) :
    meanEnergy f w ^ k = moment f w k / moment f w 0 ↔
      ∀ n, f n ≠ 0 → w n = meanEnergy f w := by
  have hI : 0 < meanEnergy f w := Real.exp_pos _
  have key : meanEnergy f w ^ k = moment f w k / moment f w 0 ↔
      moment f w k / meanEnergy f w ^ k - moment f w 0 = 0 := by
    rw [sub_eq_zero, eq_div_iff (moment_pos hf h0 hw 0).ne',
      div_eq_iff (Real.rpow_pos_of_pos hI k).ne']
    constructor <;> intro h <;> linarith
  rw [key, moment_excess hf h0 hw k, Finset.sum_eq_zero_iff_of_nonneg (fun n _ =>
    mul_nonneg (hf n) (by
      linarith [Real.add_one_le_exp (k * (Real.log (w n) - Real.log (meanEnergy f w)))]))]
  constructor
  · intro h n hn
    by_contra hne
    -- a transition of nonzero strength away from `I` would contribute a strictly positive term
    have hx : k * (Real.log (w n) - Real.log (meanEnergy f w)) ≠ 0 :=
      mul_ne_zero hk (sub_ne_zero.2 fun e =>
        hne (Real.log_injOn_pos (Set.mem_Ioi.2 (hw n)) (Set.mem_Ioi.2 hI) e))
    have hlt := Real.add_one_lt_exp hx
    rcases mul_eq_zero.1 (h n (Finset.mem_univ n)) with h1 | h1
    · exact hn h1
    · linarith
  · intro h n _
    by_cases hn : f n = 0
    · rw [hn, zero_mul]
    · rw [h n hn]
      simp
```

The symbol `↔` means "if and only if". For $k \ne 0$, the equality $I^k = S(k)/S(0)$ holds exactly when $w_n = I$ for every transition with $f_n \ne 0$. Transitions of zero strength may lie anywhere. The case $k = 0$ is excluded because there the equality reads $1 = 1$ whatever the energies are.

By hand, the equality means that the excess $S(k)/I^k - S(0)$ vanishes; this is the step `key`. A sum of nonnegative terms is zero only if each term is zero, so

$$f_n\,(e^{x_n} - 1 - x_n) = 0 \quad\text{for every } n.$$

If $f_n \ne 0$, the bracket must vanish. Since $e^x > 1 + x$ for $x \ne 0$, this forces $x_n = 0$. With $k \ne 0$ it follows that $\log w_n = \log I$, hence $w_n = I$. Conversely, if every transition of nonzero strength has energy $I$, each term has either $f_n = 0$ or $x_n = 0$ and so vanishes.

Lean argues the first direction by contradiction: `by_contra` assumes $w_n \ne I$, `hx` derives $x_n \ne 0$, and `Real.add_one_lt_exp` gives the strict inequality that conflicts with a vanishing bracket. The second direction splits on whether `f n = 0`.

```lean
/-- For nonnegative strengths and positive excitation energies, if two transitions of nonzero
strength have different energies, then `S(0) / S(-1) < I < S(1) / S(0)`. -/
theorem meanEnergy_strict_bounds {f w : ι → ℝ} (hf : ∀ n, 0 ≤ f n) (hw : ∀ n, 0 < w n)
    {m n : ι} (hm : f m ≠ 0) (hn : f n ≠ 0) (hmn : w m ≠ w n) :
    moment f w 0 / moment f w (-1) < meanEnergy f w ∧
      meanEnergy f w < moment f w 1 / moment f w 0 := by
  have h0 : ∃ n, f n ≠ 0 := ⟨m, hm⟩
  obtain ⟨hl, hu⟩ := meanEnergy_bounds hf h0 hw
  refine ⟨lt_of_le_of_ne hl fun h => ?_, lt_of_le_of_ne hu fun h => ?_⟩
  · have h1 : meanEnergy f w ^ (-1 : ℝ) = moment f w (-1) / moment f w 0 := by
      rw [Real.rpow_neg_one, ← h, inv_div]
    have h2 := (meanEnergy_rpow_eq_iff hf h0 hw (by norm_num)).1 h1
    exact hmn ((h2 m hm).trans (h2 n hn).symm)
  · have h1 : meanEnergy f w ^ (1 : ℝ) = moment f w 1 / moment f w 0 := by
      rw [Real.rpow_one, ← h]
    have h2 := (meanEnergy_rpow_eq_iff hf h0 hw one_ne_zero).1 h1
    exact hmn ((h2 m hm).trans (h2 n hn).symm)
```

Here `m` and `n` name two particular transitions, both of nonzero strength and with different energies. The conclusion is

$$\frac{S(0)}{S(-1)} < I < \frac{S(1)}{S(0)}.$$

There is no separate hypothesis `h0`, because `hm` already provides a nonzero strength. Suppose the lower bound were an equality. Taking inverses gives $I^{-1} = S(-1)/S(0)$, which is the case of equality for $k = -1$. Then $w_m = I = w_n$, contrary to `hmn`. Equality in the upper bound leads to the same contradiction with $k = 1$. The two bullet points in the proof are these two arguments.

## Log I as a slope of the moment function

```lean
/-- For nonnegative strengths, not all zero, and positive excitation energies, `log I` is the
derivative of `log S(k)` with respect to the order `k` at `k = 0`. -/
theorem hasDerivAt_log_moment {f w : ι → ℝ} (hf : ∀ n, 0 ≤ f n) (h0 : ∃ n, f n ≠ 0)
    (hw : ∀ n, 0 < w n) :
    HasDerivAt (fun k => Real.log (moment f w k)) (Real.log (meanEnergy f w)) 0 := by
  have h : HasDerivAt (fun k => moment f w k)
      (∑ n, f n * (w n ^ (0 : ℝ) * Real.log (w n))) 0 := by
    unfold moment
    exact HasDerivAt.fun_sum fun n _ =>
      (Real.hasStrictDerivAt_const_rpow (hw n) 0).hasDerivAt.const_mul (f n)
  refine (h.log (moment_pos hf h0 hw 0).ne').congr_deriv ?_
  simp only [meanEnergy, Real.log_exp, Real.rpow_zero, one_mul]

end

end MeanExcitationEnergy
```

`HasDerivAt g c 0` says that the function $g$ is differentiable at 0 with derivative $c$. The theorem therefore reads

$$\left.\frac{d}{dk}\log S(k)\right|_{k=0} = \log I.$$

Since $w_n^k = e^{k\log w_n}$, its derivative with respect to $k$ is $w_n^k \log w_n$. Summing over the finitely many transitions and setting $k = 0$ gives $S'(0) = \sum_n f_n \log w_n$. The chain rule then gives

$$\left.\frac{d}{dk}\log S(k)\right|_{k=0} = \frac{S'(0)}{S(0)} = \frac{\sum_n f_n \log w_n}{S(0)} = \log I.$$

The step `h` is the derivative of the sum. `h.log` applies the chain rule, which needs $S(0) \ne 0$, and the last line recognises the quotient as $\log I$. For a finite spectrum of this kind, the mean excitation energy can thus be read from the moments at orders close to zero.

```lean
#print axioms MeanExcitationEnergy.meanEnergy_bounds
#print axioms MeanExcitationEnergy.meanEnergy_strict_bounds
#print axioms MeanExcitationEnergy.hasDerivAt_log_moment
```

```
'MeanExcitationEnergy.meanEnergy_bounds' depends on axioms: [propext, Classical.choice, Quot.sound]
'MeanExcitationEnergy.meanEnergy_strict_bounds' depends on axioms: [propext, Classical.choice, Quot.sound]
'MeanExcitationEnergy.hasDerivAt_log_moment' depends on axioms: [propext, Classical.choice, Quot.sound]
```
